# The Guinier expansion, with an error bound, for a nonnegative spherical density of finite radius

## Density, moments and form factor

Let \(\rho(r)\) be a spherically symmetric density, confined to a ball of radius \(R\) and depending only on the distance \(r\) from the centre. Its total charge and second moment are

\[
Q = 4\pi\int_0^R r^2\rho(r)\,dr, \qquad M = 4\pi\int_0^R r^4\rho(r)\,dr .
\]

The density is normalised when \(Q=1\), and \(M\) is then its mean-square radius. For momentum transfer \(q>0\), in units of inverse length, the form factor is

\[
F(q)=\frac{4\pi}{q}\int_0^R r\,\rho(r)\sin(qr)\,dr .
\]

This is the three-dimensional Fourier transform \(\int\rho\,e^{i\mathbf q\cdot\mathbf r}\,d^3r\) after the angular integration, which turns the plane wave into \(4\pi\sin(qr)/(qr)\).

## The bound and its physical content

If \(\rho\) is continuous and nonnegative on \([0,R]\) and \(Q=1\), then for every \(q>0\)

\[
0\le F(q)-1+\frac{q^2M}{6}\le\frac{q^4R^2M}{120}.
\]

At small \(q\) the form factor therefore measures the mean-square radius, with an error controlled by the size of the ball. For an electron density that is spherical, strictly confined to a finite ball and divided by the number of electrons so that \(Q=1\), this links the small-angle X-ray form factor per electron to a moment of the density.

Guinier's law is usually stated for the scattered intensity of particles of general shape. The results here concern the amplitude \(F\) of a single spherical density. If the intensity is proportional to \(F^2\), the approximation \(F\approx e^{-q^2M/6}\) corresponds to the familiar \(e^{-q^2M/3}\), with \(M\) as the squared radius of gyration.

## Bounding the sine

From \(1-\cos x=2\sin^2(x/2)\le x^2/2\) we have \(\cos x\ge 1-x^2/2\). Integrating from \(0\) to \(x\ge0\) three times in succession gives

\[
\sin x\ge x-\frac{x^3}{6},\qquad
\cos x\le 1-\frac{x^2}{2}+\frac{x^4}{24},\qquad
\sin x\le x-\frac{x^3}{6}+\frac{x^5}{120}.
\]

The cubic remainder \(T(x)=\sin x-x+x^3/6\) thus satisfies \(0\le T(x)\le x^5/120\) for \(x\ge0\).

## From the sine to the form factor

Inserting \(\sin(qr)=qr-(qr)^3/6+T(qr)\) into \(F\) gives the exact identity

\[
F(q)-Q+\frac{q^2M}{6}=\frac{4\pi}{q}\int_0^R r\,\rho(r)\,T(qr)\,dr .
\]

With \(\rho\ge0\) the integrand is nonnegative, which proves the lower bound. For the upper bound, use \(T(qr)\le(qr)^5/120\) and then \(r^2\le R^2\):

\[
\frac{4\pi}{q}\int_0^R r\rho\,T(qr)\,dr
\le\frac{4\pi q^4}{120}\int_0^R r^6\rho\,dr
\le\frac{q^4R^2}{120}\,M .
\]

Setting \(Q=1\) gives the result.

## The exponential form and the small-angle limit

Let \(\rho\) again be continuous and nonnegative on \([0,R]\). The inequality \(r^4\rho\le R^2r^2\rho\) then integrates to \(0\le M\le R^2Q\). Write \(u=q^2M/6\). For \(u\ge0\),

\[
1-u\le e^{-u}\le 1-u+\frac{u^2}{2}.
\]

The left inequality is the tangent bound for the exponential. The right one follows because the difference \(1-u+u^2/2-e^{-u}\) vanishes at zero and has slope \(-1+u+e^{-u}\ge0\). For a normalised density \(M\le R^2\), so \(u^2/2=q^4M^2/72\le q^4R^2M/72\). Both \(F(q)\) and \(e^{-u}\) then lie between \(1-u\) and \(1-u+q^4R^2M/72\), and hence

\[
\left|F(q)-e^{-q^2M/6}\right|\le\frac{q^4R^2M}{72}.
\]

Multiplying the quadratic expansion by \(6/q^2\) and rearranging gives

\[
M-\frac{q^2R^2M}{20}\le\frac{6\,(1-F(q))}{q^2}\le M,
\]

so the middle expression tends to \(M\) as \(q\to0^+\).

For the uniform ball, \(\rho=3/(4\pi R^3)\) with \(R>0\), direct integration gives

\[
Q=\frac{3}{R^3}\cdot\frac{R^3}{3}=1,\qquad
M=\frac{3}{R^3}\cdot\frac{R^5}{5}=\frac{3R^2}{5}.
\]

## Small \(q\) in a numerical transform

The formula for \(F(q)\) divides by \(q\), so a program that uses it as written needs a separate value at \(q=0\). The quadratic expansion supplies one, and it can also replace the integral at small \(q\). For a density satisfying the hypotheses, replacing \(F(q)\) by \(1-q^2M/6\) costs at most a chosen tolerance \(\tau>0\) whenever

\[
q\le\left(\frac{120\,\tau}{R^2M}\right)^{1/4}.
\]

This accounts for the truncated series; quadrature and rounding errors are additional.

Extracting \(M\) from \(6(1-F)/q^2\) involves a trade-off. The series error is at most \(q^2R^2M/20\), but an absolute error \(\delta\) in \(F\) becomes \(6\delta/q^2\), so when \(\delta\) does not shrink with \(q\), taking \(q\) as small as possible is not the best choice.

## Reading the Lean statements

The density is a function `ρ : ℝ → ℝ`, and only its values on \([0,R]\) enter the integrals. `totalCharge R ρ`, `secondMoment R ρ` and `formFactor R ρ q` are \(Q\), \(M\) and \(F(q)\).

In `guinier_expansion`, `hρ` is continuity on the closed interval, `hpos` is nonnegativity there, `hnorm` is \(Q=1\) and `hq` is \(q>0\). The hypothesis `hR` allows \(R=0\), but normalisation then rules it out.

Continuity is required only inside the ball, so the density may jump to zero at its surface, as the uniform ball does. Atomic densities with tails extending to infinity are not covered, nor are scattering contrasts that change sign.

Lean's division by zero makes `formFactor R ρ 0` equal to zero instead of the physical value \(Q\), which is one for a normalised density. The limit theorem avoids that point: `𝓝[>] 0` means that \(q\) approaches zero through positive values.

```lean
import Mathlib

open Real Set Filter Topology

namespace GuinierExpansion

noncomputable section

/-- Total charge `4π ∫ r² ρ dr` of a spherical density inside radius `R`. -/
def totalCharge (R : ℝ) (ρ : ℝ → ℝ) : ℝ := 4 * π * ∫ r in (0 : ℝ)..R, r ^ 2 * ρ r

/-- Second moment `4π ∫ r⁴ ρ dr` of a spherical density inside radius `R`. -/
def secondMoment (R : ℝ) (ρ : ℝ → ℝ) : ℝ := 4 * π * ∫ r in (0 : ℝ)..R, r ^ 4 * ρ r

/-- Form factor `(4π/q) ∫ r ρ sin(qr) dr` of a spherical density inside radius `R`. -/
def formFactor (R : ℝ) (ρ : ℝ → ℝ) (q : ℝ) : ℝ :=
  4 * π / q * ∫ r in (0 : ℝ)..R, r * ρ r * sin (q * r)

/-- The constant density `3/(4πR³)`. -/
def uniformBall (R : ℝ) : ℝ → ℝ := fun _ => 3 / (4 * π * R ^ 3)

/-- A function that vanishes at the origin and has nonnegative slope on the half-line
is nonnegative there. -/
theorem nonneg_of_slope {f f' : ℝ → ℝ} (h0 : f 0 = 0) (hd : ∀ x, HasDerivAt f (f' x) x)
    (hp : ∀ x, 0 ≤ x → 0 ≤ f' x) {x : ℝ} (hx : 0 ≤ x) : 0 ≤ f x := by
  have hm : MonotoneOn f (Ici 0) := by
    apply monotoneOn_of_deriv_nonneg (convex_Ici 0)
    · exact fun y _ => (hd y).continuousAt.continuousWithinAt
    · exact fun y _ => (hd y).differentiableAt.differentiableWithinAt
    · intro y hy
      rw [interior_Ici] at hy
      rw [(hd y).deriv]
      exact hp y (le_of_lt hy)
  have h := hm (mem_Ici.2 le_rfl) (mem_Ici.2 hx) hx
  linarith

/-- For `x ≥ 0` the sine lies between its Taylor polynomials of degree three and five. -/
theorem sin_taylor_bounds {x : ℝ} (hx : 0 ≤ x) :
    0 ≤ sin x - (x - x ^ 3 / 6) ∧ sin x - (x - x ^ 3 / 6) ≤ x ^ 5 / 120 := by
  have lower : ∀ y : ℝ, 0 ≤ y → 0 ≤ sin y - (y - y ^ 3 / 6) := fun y hy =>
    nonneg_of_slope (f := fun y => sin y - (y - y ^ 3 / 6))
      (f' := fun y => cos y - (1 - y ^ 2 / 2)) (by simp)
      (fun y => ((Real.hasDerivAt_sin y).fun_sub ((hasDerivAt_id' y).fun_sub
        ((hasDerivAt_pow 3 y).div_const 6))).congr_deriv
          (by simp only [Nat.cast_ofNat, Nat.reduceSub]; ring))
      (fun y _ => sub_nonneg.2 (Real.one_sub_sq_div_two_le_cos)) hy
  -- integrate the lower bound for the sine to bound the cosine from above
  have upperCos : ∀ y : ℝ, 0 ≤ y → 0 ≤ 1 - y ^ 2 / 2 + y ^ 4 / 24 - cos y := fun y hy =>
    nonneg_of_slope (f := fun y => 1 - y ^ 2 / 2 + y ^ 4 / 24 - cos y)
      (f' := fun y => sin y - (y - y ^ 3 / 6)) (by simp)
      (fun y => ((((hasDerivAt_const y (1 : ℝ)).fun_sub
        ((hasDerivAt_pow 2 y).div_const 2)).fun_add
        ((hasDerivAt_pow 4 y).div_const 24)).fun_sub (Real.hasDerivAt_cos y)).congr_deriv
          (by simp only [Nat.cast_ofNat, Nat.reduceSub]; ring))
      lower hy
  have upper := nonneg_of_slope (f := fun y => y - y ^ 3 / 6 + y ^ 5 / 120 - sin y)
      (f' := fun y => 1 - y ^ 2 / 2 + y ^ 4 / 24 - cos y) (by simp)
      (fun y => ((((hasDerivAt_id' y).fun_sub
        ((hasDerivAt_pow 3 y).div_const 6)).fun_add
        ((hasDerivAt_pow 5 y).div_const 120)).fun_sub (Real.hasDerivAt_sin y)).congr_deriv
          (by simp only [Nat.cast_ofNat, Nat.reduceSub]; ring))
      upperCos hx
  exact ⟨lower x hx, by linarith⟩

variable {R q : ℝ} {ρ : ℝ → ℝ}

/-- The deviation of the form factor from its quadratic expansion is `4π/q` times the integral of `r
ρ(r)` times the cubic Taylor remainder of `sin(qr)`. -/
theorem formFactor_remainder (hR : 0 ≤ R) (hρ : ContinuousOn ρ (Icc 0 R)) (hq : q ≠ 0) :
    formFactor R ρ q - totalCharge R ρ + q ^ 2 * secondMoment R ρ / 6 =
      4 * π / q * ∫ r in (0 : ℝ)..R, r * ρ r * (sin (q * r) - (q * r - (q * r) ^ 3 / 6)) := by
  have h1 : IntervalIntegrable (fun r => r * ρ r * sin (q * r)) MeasureTheory.volume 0 R :=
    ContinuousOn.intervalIntegrable_of_Icc hR (by fun_prop)
  have h2 : IntervalIntegrable (fun r => q * (r ^ 2 * ρ r)) MeasureTheory.volume 0 R :=
    ContinuousOn.intervalIntegrable_of_Icc hR (by fun_prop)
  have h12 : IntervalIntegrable (fun r => r * ρ r * sin (q * r) - q * (r ^ 2 * ρ r))
      MeasureTheory.volume 0 R :=
    ContinuousOn.intervalIntegrable_of_Icc hR (by fun_prop)
  have h4 : IntervalIntegrable (fun r => q ^ 3 / 6 * (r ^ 4 * ρ r)) MeasureTheory.volume 0 R :=
    ContinuousOn.intervalIntegrable_of_Icc hR (by fun_prop)
  have e : ∫ r in (0 : ℝ)..R, r * ρ r * (sin (q * r) - (q * r - (q * r) ^ 3 / 6)) =
      (∫ r in (0 : ℝ)..R, r * ρ r * sin (q * r)) - q * (∫ r in (0 : ℝ)..R, r ^ 2 * ρ r)
        + q ^ 3 / 6 * ∫ r in (0 : ℝ)..R, r ^ 4 * ρ r := by
    calc _ = ∫ r in (0 : ℝ)..R, ((r * ρ r * sin (q * r) - q * (r ^ 2 * ρ r))
          + q ^ 3 / 6 * (r ^ 4 * ρ r)) := by
          congr 1
          ext r
          ring
      _ = _ := by
          rw [intervalIntegral.integral_add h12 h4, intervalIntegral.integral_sub h1 h2,
            intervalIntegral.integral_const_mul, intervalIntegral.integral_const_mul]
  rw [e, formFactor, totalCharge, secondMoment]
  field_simp

/-- **Guinier expansion with error bound**: for a normalised nonnegative density in a ball of
radius `R`, `F(q)` exceeds `1 - q²M/6` by at least zero and at most `q⁴R²M/120`. -/
theorem guinier_expansion (hR : 0 ≤ R) (hρ : ContinuousOn ρ (Icc 0 R))
    (hpos : ∀ r ∈ Icc 0 R, 0 ≤ ρ r) (hnorm : totalCharge R ρ = 1) (hq : 0 < q) :
    0 ≤ formFactor R ρ q - 1 + q ^ 2 * secondMoment R ρ / 6 ∧
      formFactor R ρ q - 1 + q ^ 2 * secondMoment R ρ / 6 ≤
        q ^ 4 * R ^ 2 * secondMoment R ρ / 120 := by
  have hrem := formFactor_remainder hR hρ hq.ne'
  rw [hnorm] at hrem
  rw [hrem]
  constructor
  · exact mul_nonneg (by positivity) (intervalIntegral.integral_nonneg hR fun r hr =>
      mul_nonneg (mul_nonneg hr.1 (hpos r hr)) (sin_taylor_bounds (mul_nonneg hq.le hr.1)).1)
  · have hle : ∫ r in (0 : ℝ)..R, r * ρ r * (sin (q * r) - (q * r - (q * r) ^ 3 / 6)) ≤
        ∫ r in (0 : ℝ)..R, q ^ 5 * R ^ 2 / 120 * (r ^ 4 * ρ r) := by
      apply intervalIntegral.integral_mono_on hR
        (ContinuousOn.intervalIntegrable_of_Icc hR (by fun_prop))
        (ContinuousOn.intervalIntegrable_of_Icc hR (by fun_prop))
      intro r hr
      have hρr := hpos r hr
      -- the quintic term bounds the remainder, and r ≤ R inside the ball
      calc r * ρ r * (sin (q * r) - (q * r - (q * r) ^ 3 / 6))
          ≤ r * ρ r * ((q * r) ^ 5 / 120) :=
            mul_le_mul_of_nonneg_left (sin_taylor_bounds (mul_nonneg hq.le hr.1)).2
              (mul_nonneg hr.1 hρr)
        _ = q ^ 5 / 120 * (r ^ 4 * ρ r) * r ^ 2 := by ring
        _ ≤ q ^ 5 / 120 * (r ^ 4 * ρ r) * R ^ 2 :=
            mul_le_mul_of_nonneg_left (pow_le_pow_left₀ hr.1 hr.2 2) (by positivity)
        _ = q ^ 5 * R ^ 2 / 120 * (r ^ 4 * ρ r) := by ring
    rw [intervalIntegral.integral_const_mul] at hle
    refine (mul_le_mul_of_nonneg_left hle (by positivity)).trans (le_of_eq ?_)
    rw [secondMoment]
    field_simp

/-- The second moment of a nonnegative density in a ball of radius `R` lies between zero and
`R²` times the total charge. -/
theorem secondMoment_bounds (hR : 0 ≤ R) (hρ : ContinuousOn ρ (Icc 0 R))
    (hpos : ∀ r ∈ Icc 0 R, 0 ≤ ρ r) :
    0 ≤ secondMoment R ρ ∧ secondMoment R ρ ≤ R ^ 2 * totalCharge R ρ := by
  constructor
  · exact mul_nonneg (by positivity) (intervalIntegral.integral_nonneg hR fun r hr =>
      mul_nonneg (by positivity) (hpos r hr))
  · have hle : ∫ r in (0 : ℝ)..R, r ^ 4 * ρ r ≤ ∫ r in (0 : ℝ)..R, R ^ 2 * (r ^ 2 * ρ r) := by
      apply intervalIntegral.integral_mono_on hR
        (ContinuousOn.intervalIntegrable_of_Icc hR (by fun_prop))
        (ContinuousOn.intervalIntegrable_of_Icc hR (by fun_prop))
      intro r hr
      have h := mul_le_mul_of_nonneg_right (pow_le_pow_left₀ hr.1 hr.2 2)
        (mul_nonneg (sq_nonneg r) (hpos r hr))
      linarith
    rw [intervalIntegral.integral_const_mul] at hle
    have h := mul_le_mul_of_nonneg_left hle (show 0 ≤ 4 * π by positivity)
    rw [secondMoment, totalCharge]
    linarith

/-- **Guinier law**: the form factor of a normalised nonnegative density differs from the
Gaussian `exp(-q²M/6)` by at most `q⁴R²M/72`. -/
theorem guinier_law (hR : 0 ≤ R) (hρ : ContinuousOn ρ (Icc 0 R))
    (hpos : ∀ r ∈ Icc 0 R, 0 ≤ ρ r) (hnorm : totalCharge R ρ = 1) (hq : 0 < q) :
    |formFactor R ρ q - exp (-(q ^ 2 * secondMoment R ρ / 6))| ≤
      q ^ 4 * R ^ 2 * secondMoment R ρ / 72 := by
  obtain ⟨hl, hu⟩ := guinier_expansion hR hρ hpos hnorm hq
  obtain ⟨hM, hMR⟩ := secondMoment_bounds hR hρ hpos
  rw [hnorm, mul_one] at hMR
  have hx : 0 ≤ q ^ 2 * secondMoment R ρ / 6 := by positivity
  have el := Real.add_one_le_exp (-(q ^ 2 * secondMoment R ρ / 6))
  -- the Gaussian obeys the same kind of two-sided bound
  have eu := nonneg_of_slope (f := fun y => 1 - y + y ^ 2 / 2 - exp (-y))
      (f' := fun y => -1 + y + exp (-y)) (by simp)
      (fun y => ((((hasDerivAt_const y (1 : ℝ)).fun_sub (hasDerivAt_id' y)).fun_add
        ((hasDerivAt_pow 2 y).div_const 2)).fun_sub (hasDerivAt_id' y).fun_neg.exp).congr_deriv
          (by simp only [Nat.cast_ofNat, Nat.reduceSub]; ring))
      (fun y _ => by linarith [Real.add_one_le_exp (-y)]) hx
  have hK : 0 ≤ q ^ 4 * R ^ 2 * secondMoment R ρ := by positivity
  have hMM := mul_le_mul_of_nonneg_left hMR
    (show 0 ≤ q ^ 4 * secondMoment R ρ by positivity)
  rw [abs_le]
  constructor <;> linarith

/-- The second moment of a normalised nonnegative density is the limit of `6(1 - F(q))/q²`
as `q` tends to zero from above. -/
theorem secondMoment_from_small_angles (hR : 0 ≤ R) (hρ : ContinuousOn ρ (Icc 0 R))
    (hpos : ∀ r ∈ Icc 0 R, 0 ≤ ρ r) (hnorm : totalCharge R ρ = 1) :
    Tendsto (fun q => 6 * (1 - formFactor R ρ q) / q ^ 2) (𝓝[>] 0)
      (𝓝 (secondMoment R ρ)) := by
  have hc : Continuous fun q : ℝ =>
      secondMoment R ρ - q ^ 2 * (R ^ 2 * secondMoment R ρ / 20) := by fun_prop
  have hlow := (hc.tendsto' 0 (secondMoment R ρ) (by simp)).mono_left
    (nhdsWithin_le_nhds (s := Ioi (0 : ℝ)))
  refine tendsto_of_tendsto_of_tendsto_of_le_of_le' hlow tendsto_const_nhds ?_ ?_
  · filter_upwards [self_mem_nhdsWithin] with q hq
    have hq' : 0 < q := hq
    rw [le_div_iff₀ (by positivity)]
    linarith [(guinier_expansion hR hρ hpos hnorm hq').2]
  · filter_upwards [self_mem_nhdsWithin] with q hq
    have hq' : 0 < q := hq
    rw [div_le_iff₀ (by positivity)]
    linarith [(guinier_expansion hR hρ hpos hnorm hq').1]

/-- The uniform ball of radius `R` has total charge one and second moment `3R²/5`. -/
theorem uniformBall_moments (hR : 0 < R) :
    totalCharge R (uniformBall R) = 1 ∧ secondMoment R (uniformBall R) = 3 / 5 * R ^ 2 := by
  have h2 : ∫ r in (0 : ℝ)..R, r ^ 2 = R ^ 3 / 3 := by rw [integral_pow]; norm_num
  have h4 : ∫ r in (0 : ℝ)..R, r ^ 4 = R ^ 5 / 5 := by rw [integral_pow]; norm_num
  have hπ := Real.pi_ne_zero
  simp only [totalCharge, secondMoment, uniformBall, intervalIntegral.integral_mul_const, h2, h4]
  constructor <;> field_simp

end

end GuinierExpansion
```

```lean
#print axioms GuinierExpansion.guinier_expansion
#print axioms GuinierExpansion.guinier_law
#print axioms GuinierExpansion.secondMoment_from_small_angles
#print axioms GuinierExpansion.uniformBall_moments
```

```
'GuinierExpansion.guinier_expansion' depends on axioms: [propext, Classical.choice, Quot.sound]
'GuinierExpansion.guinier_law' depends on axioms: [propext, Classical.choice, Quot.sound]
'GuinierExpansion.secondMoment_from_small_angles' depends on axioms: [propext, Classical.choice, Quot.sound]
'GuinierExpansion.uniformBall_moments' depends on axioms: [propext, Classical.choice, Quot.sound]
```

## How the proof follows the derivation

**Integration as monotonicity.** `nonneg_of_slope` replaces each integration of an inequality: a function that starts at zero and has nonnegative slope on the half-line stays nonnegative there. `sin_taylor_bounds` applies it three times, in the order `lower`, `upperCos`, `upper`. The starting inequality for the cosine comes from Mathlib.

**The exact identity.** `formFactor_remainder` assumes \(R\ge0\), continuity and \(q\ne0\), but neither nonnegativity of the density nor normalisation. Its first steps establish that the separate terms are integrable. The equation `e` then splits the remainder integral into the three integrals that define \(F\), \(Q\) and \(M\), and `field_simp` clears the factor \(1/q\).

**The two bounds.** `guinier_expansion` rewrites the deviation with this identity. The lower bound is the integral of a nonnegative function. For the upper bound, `intervalIntegral.integral_mono_on` reduces the comparison of integrals to a pointwise one, and the `calc` block applies the quintic sine bound followed by \(r^2\le R^2\).

**The consequences.** `secondMoment_bounds` uses the same pointwise comparison to obtain \(0\le M\le R^2Q\). In `guinier_law`, `el` and `eu` are the lower and upper bounds on \(e^{-u}\), and `hMM` supplies \(q^4M^2\le q^4R^2M\). After `abs_le` splits the absolute value into two inequalities, `linarith` combines these bounds.

`secondMoment_from_small_angles` is a squeeze argument between the constant \(M\) and the function \(M-q^2R^2M/20\), whose limit at zero is found by continuity. `uniformBall_moments` evaluates the two power integrals and simplifies the resulting fractions.
